# Inverse emission and diffusion velocities add for a steady current through a barrier

## A contact at one end, a free density at the other

The contact at x = 0 is modelled as a boundary condition on the carrier density, while the density at the far end x = W is left free and enters the result as n(W). Between the ends the carriers obey drift-diffusion in a prescribed potential.

Let u(x) be the potential energy of a carrier divided by the thermal energy, n(x) the density and D > 0 a constant diffusion coefficient. The particle current density J, counted positive towards the contact, is the same at every x:

J = D(n′ + n u′).

The contact absorbs carriers at the rate vR n(0) and emits them at the rate vR n0:

J = vR(n(0) − n0).

Here vR > 0 is the emission velocity, which stands for ballistic passage over the contact plane, and n0 is the density at x = 0 for which emission and absorption balance. The diffusion velocity vD is defined by

1/vD = ∫₀ᵂ exp(u(x) − u(0))/D dx.

The law to be derived is

J(1/vR + 1/vD) = n(W) exp(u(W) − u(0)) − n0.

For a semiconductor device simulation it gives a reference current, within a one-dimensional steady model with one carrier type and a fixed potential.

## Integrating the weighted density

Put E(x) = exp(u(x) − u(0)), so that E(0) = 1 and E′ = u′E. The product rule and the current equation give

(nE)′ = (n′ + n u′)E = J E/D.

The drift term has been absorbed into the weight. Integration from 0 to W gives

n(W)E(W) − n(0) = J/vD.

The contact condition reads n(0) − n0 = J/vR. Adding the two equations removes n(0) and leaves the law. Since vD > 0, it can be solved for the current:

J = vR vD/(vR + vD) · Δ, with Δ = n(W)E(W) − n0.

Conversely, take any J and a differentiable u, and set

n(x) = exp(−(u(x) − u(0))) · (n0 + J/vR + J ∫₀ˣ E(t)/D dt).

Differentiation gives n′ = J/D − n u′, which is the current equation, and n(0) = n0 + J/vR is the contact condition. The assumptions are therefore satisfied by an explicit density for every such potential.

## The linear barrier and the Bethe regime

Let u(x) = u0 − x/l with l > 0, so that the potential falls by one thermal unit over the length l. Then E(x) = exp(−x/l), and

1/vD = l(1 − exp(−W/l))/D.

For W > 0 the bracket lies strictly between 0 and 1, hence vD > D/l.

Suppose now that vR ≤ D/l, which means that diffusion over the length l is at least as fast as emission. Then vR < vD. From vR + vD < 2vD and vD < vR + vD it follows that

vR/2 < vR vD/(vR + vD) < vR.

If Δ > 0, the current therefore lies strictly between half the pure emission current vRΔ and its full value.

## A barrier with round numbers

In consistent units take D = 2, l = 1, W = ln 2, vR = 2, n0 = 1 and n(W) = 8. Then E(W) = 1/2, vD = 2/(1/2) = 4 and Δ = 4 − 1 = 3. The current is

J = (2 · 4/6) · 3 = 4.

It lies between 3 and 6, as it should, because vR = D/l. The density is n(x) = 5eˣ − 2, with n(0) = 3 and n(W) = 8. Direct substitution gives D(n′ − n) = 2 · 2 = 4.

## What the Lean statement assumes

`IsSteadyState` collects the conditions on the density: continuity on the closed interval `Icc 0 W`, differentiability on the open interval `Ioo 0 W`, the current equation there, and the contact condition. The potential is a function `u : ℝ → ℝ` with the same regularity, supplied by `hu` and `hu'`; a continuous derivative is not needed. The converse, `profile_isSteadyState`, asks for a potential differentiable on the whole line.

The single number `J` expresses current conservation, without generation or recombination. The current equation contains the Einstein relation between mobility and diffusion for non-degenerate carriers. The values of `D` and `vR` are inputs, the potential is not computed from the charge, and tunnelling is absent. Densities are real numbers with no sign condition. For values of `D` and `vR` taken from kinetic theory, the Bethe condition vR ≤ D/l means a mean free path comparable with l or longer, so that drift-diffusion near the contact is itself an idealisation.

## A second contact with finite velocity

The far end could also be given an emission condition, J = vW(nW − n(W)), with a velocity vW > 0 and the density nW at x = W for which emission and absorption balance there. Substituting n(W) = nW − J/vW into the law gives

J(1/vR + 1/vD + E(W)/vW) = nW E(W) − n0.

The densities in the law would then be the balance densities n0 and nW of the two contacts, with n(W) eliminated, at the price of a third resistance, weighted by the Boltzmann factor. The version treated here corresponds to a far end whose density is known.

## The Lean file and its proof

```lean
import Mathlib

open Set MeasureTheory

namespace EmissionDiffusion

noncomputable section

variable {u n : ℝ → ℝ} {D vR n0 W J : ℝ}

/-- Steady transport through a barrier on `[0, W]`: the drift-diffusion current `J`, counted
towards the contact at `0`, is constant, and the contact emits and absorbs with velocity `vR`. -/
structure IsSteadyState (u n : ℝ → ℝ) (D vR n0 W J : ℝ) : Prop where
  continuousOn : ContinuousOn n (Icc 0 W)
  differentiableAt : ∀ x ∈ Ioo 0 W, DifferentiableAt ℝ n x
  current : ∀ x ∈ Ioo 0 W, J = D * (deriv n x + n x * deriv u x)
  contact : J = vR * (n 0 - n0)

/-- The diffusion velocity: the inverse of the integral of `exp (u - u 0) / D` over the barrier. -/
def diffusionVelocity (u : ℝ → ℝ) (D W : ℝ) : ℝ :=
  (∫ x in (0 : ℝ)..W, Real.exp (u x - u 0) / D)⁻¹

/-- The density profile that carries the current `J` through the potential `u`. -/
def profile (u : ℝ → ℝ) (D vR n0 J : ℝ) (x : ℝ) : ℝ :=
  Real.exp (-(u x - u 0)) *
    (n0 + J / vR + J * ∫ t in (0 : ℝ)..x, Real.exp (u t - u 0) / D)

/-- A reduced potential that falls linearly, by one thermal unit over the length `l`. -/
def linearBarrier (u0 l : ℝ) (x : ℝ) : ℝ := u0 - x / l

/-- The density weighted with the Boltzmann factor `exp (u - u 0)` has a slope given by the current
times `exp (u - u 0) / D`, without a separate drift term. -/
theorem hasDerivAt_weighted_density {x : ℝ} (hD : 0 < D) (hu : DifferentiableAt ℝ u x)
    (hn : DifferentiableAt ℝ n x) (hJ : J = D * (deriv n x + n x * deriv u x)) :
    HasDerivAt (fun y => n y * Real.exp (u y - u 0))
      (J * (Real.exp (u x - u 0) / D)) x := by
  have h := hn.hasDerivAt.fun_mul ((hu.hasDerivAt.sub_const (u 0)).exp)
  have hq : J / D = deriv n x + n x * deriv u x := by
    rw [hJ, mul_div_cancel_left₀ _ hD.ne']
  refine h.congr_deriv ?_
  linear_combination (-Real.exp (u x - u 0)) * hq

/-- The diffusion velocity of a barrier of positive width is positive. -/
theorem diffusionVelocity_pos (hD : 0 < D) (hW : 0 < W) (hu : ContinuousOn u (Icc 0 W)) :
    0 < diffusionVelocity u D W := by
  have hc : ContinuousOn (fun x => Real.exp (u x - u 0) / D) (Icc 0 W) :=
    (Real.continuous_exp.comp_continuousOn (hu.sub continuousOn_const)).div_const D
  have hi : IntervalIntegrable (fun x => Real.exp (u x - u 0) / D) volume 0 W := by
    apply ContinuousOn.intervalIntegrable
    rw [uIcc_of_le hW.le]
    exact hc
  exact inv_pos.2 (intervalIntegral.intervalIntegral_pos_of_pos_on hi
    (fun x _ => div_pos (Real.exp_pos _) hD) hW)

/-- Across the barrier the weighted density changes by the current divided by the diffusion
velocity. -/
theorem weighted_density_drop (hD : 0 < D) (hW : 0 < W) (hu : ContinuousOn u (Icc 0 W))
    (hu' : ∀ x ∈ Ioo 0 W, DifferentiableAt ℝ u x) (h : IsSteadyState u n D vR n0 W J) :
    n W * Real.exp (u W - u 0) - n 0 = J * (1 / diffusionVelocity u D W) := by
  have hc : ContinuousOn (fun x => Real.exp (u x - u 0)) (Icc 0 W) :=
    Real.continuous_exp.comp_continuousOn (hu.sub continuousOn_const)
  have hF : ContinuousOn (fun x => n x * Real.exp (u x - u 0)) (Icc 0 W) :=
    h.continuousOn.mul hc
  have hi : IntervalIntegrable (fun x => J * (Real.exp (u x - u 0) / D)) volume 0 W := by
    apply ContinuousOn.intervalIntegrable
    rw [uIcc_of_le hW.le]
    exact continuousOn_const.mul (hc.div_const D)
  -- integrate the slope of the weighted density from contact to bulk
  have key := intervalIntegral.integral_eq_sub_of_hasDerivAt_of_le hW.le hF
    (fun x hx => hasDerivAt_weighted_density hD (hu' x hx) (h.differentiableAt x hx)
      (h.current x hx)) hi
  rw [intervalIntegral.integral_const_mul] at key
  simp only [sub_self, Real.exp_zero, mul_one] at key
  unfold diffusionVelocity
  rw [one_div, inv_inv]
  exact key.symm

/-- Emission-diffusion law: the inverse emission velocity and the inverse diffusion velocity add
like resistances in series. -/
theorem emission_diffusion (hD : 0 < D) (hvR : 0 < vR) (hW : 0 < W)
    (hu : ContinuousOn u (Icc 0 W)) (hu' : ∀ x ∈ Ioo 0 W, DifferentiableAt ℝ u x)
    (h : IsSteadyState u n D vR n0 W J) :
    J * (1 / vR + 1 / diffusionVelocity u D W) = n W * Real.exp (u W - u 0) - n0 := by
  have hdrop := weighted_density_drop hD hW hu hu' h
  -- the contact condition gives the density step at the contact
  have hstep : J * (1 / vR) = n 0 - n0 := by
    rw [h.contact, mul_one_div, mul_div_cancel_left₀ _ hvR.ne']
  linear_combination hstep - hdrop

/-- The current is the driving density difference times the effective velocity
`vR * vD / (vR + vD)`. -/
theorem current_eq (hD : 0 < D) (hvR : 0 < vR) (hW : 0 < W)
    (hu : ContinuousOn u (Icc 0 W)) (hu' : ∀ x ∈ Ioo 0 W, DifferentiableAt ℝ u x)
    (h : IsSteadyState u n D vR n0 W J) :
    J = vR * diffusionVelocity u D W / (vR + diffusionVelocity u D W) *
      (n W * Real.exp (u W - u 0) - n0) := by
  have hm := emission_diffusion hD hvR hW hu hu' h
  have hv := diffusionVelocity_pos hD hW hu
  generalize diffusionVelocity u D W = v at hm hv ⊢
  have h1 : vR * (1 / vR) = 1 := mul_one_div_cancel hvR.ne'
  have h2 : v * (1 / v) = 1 := mul_one_div_cancel hv.ne'
  rw [div_mul_eq_mul_div, eq_div_iff (add_pos hvR hv).ne']
  linear_combination (vR * v) * hm - (J * v) * h1 - (J * vR) * h2

/-- Conversely, for a differentiable potential and any current `J`, the explicit profile is a
steady state with that current. -/
theorem profile_isSteadyState (hD : 0 < D) (hvR : 0 < vR) (hu : Differentiable ℝ u) :
    IsSteadyState u (profile u D vR n0 J) D vR n0 W J := by
  have hc : Continuous (fun t => Real.exp (u t - u 0) / D) :=
    (Real.continuous_exp.comp (hu.continuous.sub continuous_const)).div_const D
  have hd : ∀ x, HasDerivAt (profile u D vR n0 J)
      (J / D - profile u D vR n0 J x * deriv u x) x := by
    intro x
    have hI := (hc.integral_hasStrictDerivAt 0 x).hasDerivAt
    have hE := ((hu x).hasDerivAt.sub_const (u 0)).fun_neg.exp
    have h := hE.fun_mul ((hI.const_mul J).const_add (n0 + J / vR))
    have he : Real.exp (-(u x - u 0)) * Real.exp (u x - u 0) = 1 := by
      rw [← Real.exp_add, neg_add_cancel, Real.exp_zero]
    refine h.congr_deriv ?_
    unfold profile
    linear_combination (J / D) * he
  refine ⟨fun x _ => (hd x).continuousAt.continuousWithinAt,
    fun x _ => (hd x).differentiableAt, fun x _ => ?_, ?_⟩
  · rw [(hd x).deriv, sub_add_cancel, ← mul_div_assoc, mul_div_cancel_left₀ _ hD.ne']
  · have h0 : profile u D vR n0 J 0 = n0 + J / vR := by simp [profile]
    rw [h0, add_sub_cancel_left, ← mul_div_assoc, mul_div_cancel_left₀ _ hvR.ne']

/-- The diffusion velocity of a linear barrier of width `W`, in closed form. -/
theorem diffusionVelocity_linear (u0 : ℝ) {l : ℝ} (hl : 0 < l) :
    diffusionVelocity (linearBarrier u0 l) D W = D / (l * (1 - Real.exp (-(W / l)))) := by
  have hsub : ∀ x, linearBarrier u0 l x - linearBarrier u0 l 0 = -(x / l) := by
    intro x
    unfold linearBarrier
    ring
  have hder : ∀ x ∈ uIcc 0 W, HasDerivAt (fun y => -(l / D) * Real.exp (-(y / l)))
      (Real.exp (-(x / l)) / D) x := by
    intro x _
    have h := (((hasDerivAt_id' x).div_const l).fun_neg.exp).const_mul (-(l / D))
    have h1 : l * (1 / l) = 1 := mul_one_div_cancel hl.ne'
    refine h.congr_deriv ?_
    linear_combination (Real.exp (-(x / l)) / D) * h1
  have hi : IntervalIntegrable (fun x => Real.exp (-(x / l)) / D) volume 0 W :=
    Continuous.intervalIntegrable (by fun_prop) 0 W
  have hval : ∫ x in (0 : ℝ)..W, Real.exp (-(x / l)) / D
      = l * (1 - Real.exp (-(W / l))) / D := by
    rw [intervalIntegral.integral_eq_sub_of_hasDerivAt hder hi]
    simp only [zero_div, neg_zero, Real.exp_zero]
    ring
  unfold diffusionVelocity
  simp only [hsub]
  rw [hval, inv_div]

/-- For a linear barrier the diffusion velocity exceeds `D / l`. -/
theorem lt_diffusionVelocity_linear (u0 : ℝ) {l : ℝ} (hD : 0 < D) (hl : 0 < l) (hW : 0 < W) :
    D / l < diffusionVelocity (linearBarrier u0 l) D W := by
  rw [diffusionVelocity_linear u0 hl]
  have he : Real.exp (-(W / l)) < 1 :=
    Real.exp_lt_one_iff.2 (neg_lt_zero.2 (div_pos hW hl))
  have hp := mul_pos hl (Real.exp_pos (-(W / l)))
  exact div_lt_div_of_pos_left hD (mul_pos hl (sub_pos.2 he)) (by linarith)

/-- Bethe regime: if `vR ≤ D / l` on a linear barrier and the driving density difference is
positive, the current lies between half the pure emission current and its full value. -/
theorem bethe_regime {u0 l : ℝ} (hD : 0 < D) (hvR : 0 < vR) (hl : 0 < l) (hW : 0 < W)
    (hB : vR ≤ D / l) (h : IsSteadyState (linearBarrier u0 l) n D vR n0 W J)
    (hX : n0 < n W * Real.exp (-(W / l))) :
    vR / 2 * (n W * Real.exp (-(W / l)) - n0) < J ∧
      J < vR * (n W * Real.exp (-(W / l)) - n0) := by
  have hu : Differentiable ℝ (linearBarrier u0 l) := by
    show Differentiable ℝ (fun x => u0 - x / l)
    fun_prop
  have hJ := current_eq hD hvR hW hu.continuous.continuousOn (fun x _ => hu x) h
  have hsub : linearBarrier u0 l W - linearBarrier u0 l 0 = -(W / l) := by
    unfold linearBarrier
    ring
  rw [hsub] at hJ
  have hv := lt_of_le_of_lt hB (lt_diffusionVelocity_linear u0 hD hl hW)
  generalize diffusionVelocity (linearBarrier u0 l) D W = v at hJ hv
  have hs : 0 < vR + v := by linarith
  -- the effective velocity lies between vR / 2 and vR
  have h1 : vR / 2 < vR * v / (vR + v) := by
    rw [lt_div_iff₀ hs]
    nlinarith [mul_pos hvR (sub_pos.2 hv)]
  have h2 : vR * v / (vR + v) < vR := by
    rw [div_lt_iff₀ hs]
    nlinarith [mul_pos hvR hvR]
  rw [hJ]
  exact ⟨mul_lt_mul_of_pos_right h1 (sub_pos.2 hX), mul_lt_mul_of_pos_right h2 (sub_pos.2 hX)⟩

end

end EmissionDiffusion
```

```lean
#print axioms EmissionDiffusion.emission_diffusion
#print axioms EmissionDiffusion.profile_isSteadyState
#print axioms EmissionDiffusion.bethe_regime
```

```
'EmissionDiffusion.emission_diffusion' depends on axioms: [propext, Classical.choice, Quot.sound]
'EmissionDiffusion.profile_isSteadyState' depends on axioms: [propext, Classical.choice, Quot.sound]
'EmissionDiffusion.bethe_regime' depends on axioms: [propext, Classical.choice, Quot.sound]
```

`hasDerivAt_weighted_density` is the product-rule step: `hq` divides the current equation by D, and `linear_combination` inserts it into the derivative. `weighted_density_drop` integrates. The version of the fundamental theorem used there needs the derivative only inside the interval, together with continuity up to the ends, which is why the structure is split in that way.

In `emission_diffusion`, the contact condition becomes `hstep`, and `linear_combination hstep - hdrop` eliminates n(0). `current_eq` uses `diffusionVelocity_pos` to clear the denominators and solve for J.

`profile_isSteadyState` differentiates the explicit density, using the derivative of an integral with respect to its upper limit; the identity `he` cancels the two exponentials.

For the linear barrier, `diffusionVelocity_linear` evaluates the integral with the antiderivative −(l/D) exp(−x/l), and `lt_diffusionVelocity_linear` compares denominators. `bethe_regime` replaces the diffusion velocity by a variable `v` with `vR < v`, proves the two bounds on the effective velocity as `h1` and `h2`, and multiplies them by the positive density difference.
